# Debye–Waller splitting of the mean scattered intensity for independent, identically distributed displacements

To correct a computed diffraction pattern for positional disorder, one can multiply the intensity of the ideal arrangement by a damping factor and add a diffuse background. For N identical point scatterers whose displacements are drawn independently from one finite probability law, this correction is exact on average:

⟨|S(G)|²⟩ = N(1 − |φ(G)|²) + |φ(G)|² |S₀(G)|²

Here G is the scattering vector, S = Σ_j exp(−iG·r_j) the structure factor of the displaced atoms at positions r_j, S₀ that of the undisplaced ones, and φ(G) = ⟨exp(−iG·u)⟩ the mean phase of a single displacement u.

## Atoms, displacements and averages

```lean
import Mathlib

open Matrix ComplexConjugate

namespace DebyeWaller

noncomputable section
```

This loads the mathematical library Mathlib. Below, `⬝ᵥ` is the dot product and `conj` is complex conjugation.

```lean
/-- A finite probability law for the displacement of one atom in `d` dimensions: each outcome
has a probability and a displacement vector. -/
structure DisplacementLaw (Ω : Type*) [Fintype Ω] (d : ℕ) where
  prob : Ω → ℝ
  disp : Ω → Fin d → ℝ
  nonneg : ∀ a, 0 ≤ prob a
  sum_one : ∑ a, prob a = 1
```

A displacement law has outcomes a in a finite set Ω. Outcome a has probability p_a (`prob a`) and displacement u_a (`disp a`), a vector with d real components. The last two fields are conditions: p_a ≥ 0 and Σ_a p_a = 1.

```lean
/-- The phase `exp(-i G·x)` scattered by an atom at `x`. -/
def phase {d : ℕ} (G x : Fin d → ℝ) : ℂ :=
  Complex.exp (-(Complex.I * ((G ⬝ᵥ x : ℝ) : ℂ)))
```

An atom at x scatters the phase exp(−iG·x). The factor 2π belongs to G, as in solid-state physics. The notation `( … : ℝ) : ℂ` takes a real number and regards it as complex.

```lean
/-- The structure factor `S(G) = ∑ⱼ exp(-i G·Rⱼ)` of atoms at positions `R j`. -/
def structureFactor {ι : Type*} [Fintype ι] {d : ℕ} (G : Fin d → ℝ)
    (R : ι → Fin d → ℝ) : ℂ :=
  ∑ j, phase G (R j)
```

The type `ι` labels the atoms, and atom j sits at R_j. The structure factor of the whole arrangement is

S₀(G) = Σ_j exp(−iG·R_j)

Every atom has weight one, so there are no form factors.

```lean
variable {ι Ω : Type*} [Fintype ι] [DecidableEq ι] [Fintype Ω] {d : ℕ}
variable (P : DisplacementLaw Ω d)

/-- The mean phase `φ(G) = ⟨exp(-i G·u)⟩` of a single displacement. -/
def DisplacementLaw.phi (G : Fin d → ℝ) : ℂ :=
  ∑ a, (P.prob a : ℂ) * phase G (P.disp a)
```

With P as the displacement law, `P.phi G` is φ(G) = Σ_a p_a exp(−iG·u_a).

```lean
/-- The atomic positions `Rⱼ + uⱼ` when atom `j` has the displacement outcome `ω j`. -/
def DisplacementLaw.displaced (R : ι → Fin d → ℝ) (ω : ι → Ω) : ι → Fin d → ℝ :=
  fun j => R j + P.disp (ω j)
```

A configuration ω assigns an outcome ω_j to each atom j, which puts that atom at R_j + u_(ω_j). All atoms draw from the same law.

```lean
/-- The ensemble mean over independent displacements: each configuration is weighted by the
product of its single-atom probabilities. -/
def DisplacementLaw.mean {E : Type*} [AddCommGroup E] [Module ℝ E]
    (f : (ι → Ω) → E) : E :=
  ∑ ω, (∏ j, P.prob (ω j)) • f ω
```

The ensemble mean is

⟨f⟩ = Σ_ω (Π_j p_(ω_j)) f(ω)

The product weight is the assumption of independence. The type `E` lets one definition serve for real intensities and complex amplitudes.

## The phase of one atom

```lean
/-- The phase scattered by an atom has modulus one. -/
theorem norm_phase (G x : Fin d → ℝ) : ‖phase G x‖ = 1 := by
  have h : -(Complex.I * ((G ⬝ᵥ x : ℝ) : ℂ)) = ((-(G ⬝ᵥ x) : ℝ) : ℂ) * Complex.I := by
    push_cast
    ring
  rw [phase, h, Complex.norm_exp_ofReal_mul_I]
```

In a theorem, the statement stands before `:=` and the proof after it. This one says |exp(−iG·x)| = 1. The proof writes the exponent as a real number times i.

```lean
/-- The mean phase of an atom displaced from `x` is `φ(G)` times its undisplaced phase. -/
theorem DisplacementLaw.site_mean (G x : Fin d → ℝ) :
    ∑ a, (P.prob a : ℂ) * phase G (x + P.disp a) = P.phi G * phase G x := by
  have hadd : ∀ u, phase G (x + u) = phase G x * phase G u := by
    intro u
    simp only [phase, dotProduct_add, Complex.ofReal_add]
    rw [← Complex.exp_add]
    congr 1
    ring
  rw [DisplacementLaw.phi, Finset.sum_mul]
  refine Finset.sum_congr rfl fun a _ => ?_
  rw [hadd]
  ring
```

Since exp(−iG·(x + u)) = exp(−iG·x) exp(−iG·u), averaging over u gives

Σ_a p_a exp(−iG·(x + u_a)) = φ(G) exp(−iG·x)

The step `hadd` is the factorisation; the remaining lines apply it to each term.

```lean
/-- The mean phase of a displacement has modulus at most one. -/
theorem DisplacementLaw.norm_phi_le_one (G : Fin d → ℝ) : ‖P.phi G‖ ≤ 1 := by
  calc ‖P.phi G‖ ≤ ∑ a, ‖(P.prob a : ℂ) * phase G (P.disp a)‖ := norm_sum_le _ _
    _ = ∑ a, P.prob a := Finset.sum_congr rfl fun a _ => by
        rw [norm_mul, norm_phase, mul_one, Complex.norm_real,
          Real.norm_of_nonneg (P.nonneg a)]
    _ = 1 := P.sum_one
```

By the triangle inequality, |φ| ≤ Σ_a p_a · 1 = 1, so the factor |φ|² never amplifies. This is where nonnegative probabilities are used.

## Independence as an expanded product

```lean
/-- For independent displacements, the mean of a product of single-atom functions, one for each
atom, is the product of their means. -/
theorem DisplacementLaw.mean_prod (f : ι → Ω → ℂ) :
    P.mean (fun ω => ∏ j, f j (ω j)) = ∏ j, ∑ a, (P.prob a : ℂ) * f j a := by
  rw [Finset.prod_univ_sum, Fintype.piFinset_univ]
  unfold DisplacementLaw.mean
  refine Finset.sum_congr rfl fun ω _ => ?_
  simp [Complex.real_smul, Finset.prod_mul_distrib]
```

For single-atom functions f_j,

⟨Π_j f_j(ω_j)⟩ = Π_j Σ_a p_a f_j(a)

The proof turns on Mathlib's `Finset.prod_univ_sum`, which multiplies out a product of sums. For two atoms with two outcomes each, it is the familiar

(x₀ + x₁)(y₀ + y₁) = x₀y₀ + x₀y₁ + x₁y₀ + x₁y₁

Each term on the right picks one outcome per atom, so the terms are labelled by configurations. In Lean a configuration is a function `ι → Ω`, and the lemma turns the product over atoms into a sum over exactly these functions. It remains to separate the probabilities from the f_j in each term.

```lean
/-- The ensemble mean of a function of one atom's displacement is its single-atom mean. -/
theorem DisplacementLaw.mean_single (j : ι) (f : Ω → ℂ) :
    P.mean (fun ω : ι → Ω => f (ω j)) = ∑ a, (P.prob a : ℂ) * f a := by
  have hs : ∑ a, (P.prob a : ℂ) = 1 := by exact_mod_cast P.sum_one
  have h := P.mean_prod (fun (i : ι) a => if i = j then f a else 1)
  have h2 : ∀ i, ∑ a, (P.prob a : ℂ) * (if i = j then f a else 1)
      = if i = j then ∑ a, (P.prob a : ℂ) * f a else 1 := by
    intro i
    by_cases hi : i = j
    · simp [hi]
    · simp [hi, hs]
  simp only [h2, Finset.prod_ite_eq', Finset.mem_univ, if_true] at h
  exact h
```

Choose f for atom j and the constant 1 for every other atom. The other factors become Σ_a p_a = 1, leaving ⟨f(ω_j)⟩ = Σ_a p_a f(a).

```lean
/-- Functions of the displacements of two different atoms are uncorrelated. -/
theorem DisplacementLaw.mean_pair {j k : ι} (hjk : j ≠ k) (f g : Ω → ℂ) :
    P.mean (fun ω : ι → Ω => f (ω j) * g (ω k))
      = (∑ a, (P.prob a : ℂ) * f a) * ∑ a, (P.prob a : ℂ) * g a := by
  have hs : ∑ a, (P.prob a : ℂ) = 1 := by exact_mod_cast P.sum_one
  have h := P.mean_prod
    (fun (i : ι) a => (if i = j then f a else 1) * (if i = k then g a else 1))
  have h2 : ∀ i, ∑ a, (P.prob a : ℂ) *
      ((if i = j then f a else 1) * (if i = k then g a else 1))
      = (if i = j then ∑ a, (P.prob a : ℂ) * f a else 1) *
        (if i = k then ∑ a, (P.prob a : ℂ) * g a else 1) := by
    intro i
    by_cases hi : i = j
    · subst hi
      simp [hjk]
    · by_cases hk : i = k
      · subst hk
        simp [hi]
      · simp [hi, hk, hs]
  simp only [h2, Finset.prod_mul_distrib, Finset.prod_ite_eq', Finset.mem_univ,
    if_true] at h
  exact h
```

For j ≠ k, choose f for atom j, g for atom k and 1 elsewhere. The mean of f(ω_j) g(ω_k) is then the product of the two single-atom means. The proof checks the cases i = j, i = k and neither.

## Mean amplitude and mean intensity

```lean
/-- The mean structure factor is the undisplaced one multiplied by `φ(G)`. -/
theorem DisplacementLaw.mean_structureFactor (G : Fin d → ℝ) (R : ι → Fin d → ℝ) :
    P.mean (fun ω => structureFactor G (P.displaced R ω))
      = P.phi G * structureFactor G R := by
  calc P.mean (fun ω => structureFactor G (P.displaced R ω))
      = ∑ j, P.mean (fun ω : ι → Ω => phase G (R j + P.disp (ω j))) := by
        simp only [DisplacementLaw.mean, structureFactor, DisplacementLaw.displaced,
          Finset.smul_sum]
        exact Finset.sum_comm
    _ = ∑ j, P.phi G * phase G (R j) := Finset.sum_congr rfl fun j _ =>
        (P.mean_single j (fun a => phase G (R j + P.disp a))).trans (P.site_mean G (R j))
    _ = P.phi G * structureFactor G R := by rw [structureFactor, Finset.mul_sum]
```

The mean passes through the sum over atoms, and each atom contributes φ exp(−iG·R_j). Hence ⟨S⟩ = φS₀. The three steps of the `calc` block exchange the mean with the sum, evaluate each atom's mean and take out the common factor φ.

```lean
/-- Debye-Waller splitting: for independent, identically distributed displacements,
`⟨|S|²⟩ = N (1 - |φ|²) + |φ|² |S₀|²`, with `S₀` the undisplaced structure factor. -/
theorem DisplacementLaw.debye_waller (G : Fin d → ℝ) (R : ι → Fin d → ℝ) :
    P.mean (fun ω => ‖structureFactor G (P.displaced R ω)‖ ^ 2)
      = (Fintype.card ι : ℝ) * (1 - ‖P.phi G‖ ^ 2)
        + ‖P.phi G‖ ^ 2 * ‖structureFactor G R‖ ^ 2 := by
  have hs : ∑ a, (P.prob a : ℂ) = 1 := by exact_mod_cast P.sum_one
  have hsq : ∀ z : ℂ, ((‖z‖ ^ 2 : ℝ) : ℂ) = z * conj z := fun z => by
    rw [Complex.mul_conj, Complex.normSq_eq_norm_sq]
  have hone : ∀ x, phase G x * conj (phase G x) = 1 := by
    intro x
    rw [← hsq, norm_phase]
    norm_num
  -- correlation of the phases of atoms j and k
  have pair : ∀ j k, P.mean (fun ω : ι → Ω =>
      phase G (R j + P.disp (ω j)) * conj (phase G (R k + P.disp (ω k))))
      = P.phi G * conj (P.phi G) * (phase G (R j) * conj (phase G (R k)))
        + if j = k then 1 - P.phi G * conj (P.phi G) else 0 := by
    intro j k
    by_cases hjk : j = k
    · subst hjk
      refine (P.mean_single j (fun a =>
        phase G (R j + P.disp a) * conj (phase G (R j + P.disp a)))).trans ?_
      simp only [hone, mul_one, if_true, hs]
      ring
    · have hc : ∑ a, (P.prob a : ℂ) * conj (phase G (R k + P.disp a))
          = conj (P.phi G * phase G (R k)) := by
        rw [← P.site_mean, map_sum]
        simp [map_mul, Complex.conj_ofReal]
      refine (P.mean_pair hjk (fun a => phase G (R j + P.disp a))
        (fun a => conj (phase G (R k + P.disp a)))).trans ?_
      simp only [P.site_mean, hc, if_neg hjk, map_mul]
      ring
  have hS : ∀ ω : ι → Ω, ((‖structureFactor G (P.displaced R ω)‖ ^ 2 : ℝ) : ℂ)
      = ∑ j, ∑ k, phase G (R j + P.disp (ω j)) * conj (phase G (R k + P.disp (ω k))) := by
    intro ω
    rw [hsq, structureFactor, map_sum, Finset.sum_mul_sum]
    rfl
  -- the mean intensity is the double sum of the correlations
  have key : ((P.mean (fun ω => ‖structureFactor G (P.displaced R ω)‖ ^ 2) : ℝ) : ℂ)
      = ∑ j, ∑ k, P.mean (fun ω : ι → Ω =>
        phase G (R j + P.disp (ω j)) * conj (phase G (R k + P.disp (ω k)))) := by
    simp only [DisplacementLaw.mean, smul_eq_mul, Complex.ofReal_sum, Complex.ofReal_mul,
      hS, Complex.real_smul, Finset.mul_sum]
    exact Finset.sum_comm.trans (Finset.sum_congr rfl fun j _ => Finset.sum_comm)
  have hS0 : structureFactor G R * conj (structureFactor G R)
      = ∑ j, ∑ k, phase G (R j) * conj (phase G (R k)) := by
    rw [structureFactor, map_sum, Finset.sum_mul_sum]
  apply Complex.ofReal_injective
  rw [key]
  simp only [pair, Complex.ofReal_add, Complex.ofReal_mul, Complex.ofReal_sub, hsq,
    Complex.ofReal_one, Complex.ofReal_natCast, hS0, Finset.mul_sum,
    Finset.sum_add_distrib, Finset.sum_ite_eq, Finset.mem_univ, if_true,
    Finset.sum_const, Finset.card_univ, nsmul_eq_mul]
  ring
```

This is the splitting, with N written `Fintype.card ι`. By hand, let e_j be the phase of displaced atom j and q_j = exp(−iG·R_j). Expand the square:

|S|² = Σ_j Σ_k e_j e_k*

For j = k each term is 1. For j ≠ k, independence gives

⟨e_j e_k*⟩ = (φq_j)(φq_k)* = |φ|² q_j q_k*

Because q_j q_j* = 1, both cases fit one formula:

⟨e_j e_k*⟩ = |φ|² q_j q_k* + δ_jk (1 − |φ|²)

Summing over j and k, the first term gives |φ|²|S₀|² and the second gives N(1 − |φ|²).

The Lean proof has the same parts. `pair` is the combined formula, with `if j = k` as the Kronecker delta; `hS` expands the square; `key` exchanges the mean with the double sum; and `hS0` expands |S₀|². The line `apply Complex.ofReal_injective` lets the real identity be proved as a complex one, where the phases live.

The arrangement R is arbitrary, but φ remains a general finite average. The familiar Gaussian damping |φ|² = exp(−2W), where 2W is the variance of G·u, and its temperature dependence would need a specific, continuous law for u. Lattice vibrations also correlate neighbouring atoms, which the product weight rules out.

Two atoms show what correlation does. Put them on a line at 0 and 2, take G = π, and let each displacement be 0 or 1 with probability 1/2. The displacement phases are 1 and −1, so φ = 0. With independent draws, S takes the values 2, 0, 0 and −2 with equal probability, and ⟨|S|²⟩ = 2, as the formula says. If both atoms always move together, S is 2 or −2 and ⟨|S|²⟩ = 4. Each atom still follows the same law, but the formula fails.

## The diffuse part and the Bragg condition

```lean
/-- The diffuse intensity, i.e. the variance of the structure factor about its mean,
is `N (1 - |φ|²)`. -/
theorem DisplacementLaw.diffuse_intensity (G : Fin d → ℝ) (R : ι → Fin d → ℝ) :
    P.mean (fun ω => ‖structureFactor G (P.displaced R ω)
        - P.mean (fun ω' => structureFactor G (P.displaced R ω'))‖ ^ 2)
      = (Fintype.card ι : ℝ) * (1 - ‖P.phi G‖ ^ 2) := by
  have hn : ∀ z : ℂ, ‖z‖ ^ 2 = z.re ^ 2 + z.im ^ 2 := fun z => by
    rw [← Complex.normSq_eq_norm_sq, Complex.normSq_apply]
    ring
  -- variance = mean square minus squared mean
  have var : ∀ (w : (ι → Ω) → ℝ) (S : (ι → Ω) → ℂ) (m : ℂ), ∑ ω, w ω = 1 →
      ∑ ω, (w ω : ℂ) * S ω = m →
      ∑ ω, w ω * ‖S ω - m‖ ^ 2 = ∑ ω, w ω * ‖S ω‖ ^ 2 - ‖m‖ ^ 2 := by
    intro w S m hw hm
    have hre : ∑ ω, w ω * (S ω).re = m.re := by
      rw [← hm, Complex.re_sum]
      simp
    have him : ∑ ω, w ω * (S ω).im = m.im := by
      rw [← hm, Complex.im_sum]
      simp
    calc ∑ ω, w ω * ‖S ω - m‖ ^ 2
        = ∑ ω, w ω * ‖S ω‖ ^ 2 - 2 * m.re * ∑ ω, w ω * (S ω).re
          - 2 * m.im * ∑ ω, w ω * (S ω).im + ‖m‖ ^ 2 * ∑ ω, w ω := by
          rw [Finset.mul_sum, Finset.mul_sum, Finset.mul_sum, ← Finset.sum_sub_distrib,
            ← Finset.sum_sub_distrib, ← Finset.sum_add_distrib]
          refine Finset.sum_congr rfl fun ω _ => ?_
          simp only [hn, Complex.sub_re, Complex.sub_im]
          ring
      _ = ∑ ω, w ω * ‖S ω‖ ^ 2 - ‖m‖ ^ 2 := by
          rw [hw, hre, him, hn m]
          ring
  have hW : ∑ ω : ι → Ω, ∏ j, P.prob (ω j) = 1 := by
    have hs : ∑ a, (P.prob a : ℂ) = 1 := by exact_mod_cast P.sum_one
    have h := P.mean_prod (fun (_ : ι) _ => 1)
    simp only [DisplacementLaw.mean, Finset.prod_const_one, mul_one, hs,
      Complex.real_smul] at h
    exact_mod_cast h
  have hm := P.mean_structureFactor G R
  have hI := P.debye_waller G R
  rw [hm]
  simp only [DisplacementLaw.mean, Complex.real_smul] at hm
  simp only [DisplacementLaw.mean, smul_eq_mul] at hI ⊢
  refine (var _ _ _ hW hm).trans ?_
  rw [hI, norm_mul]
  ring
```

The diffuse term is the variance of the complex amplitude. With m = ⟨S⟩ = φS₀,

|S − m|² = |S|² − 2 Re(m) Re(S) − 2 Im(m) Im(S) + |m|²

Averaging turns the two middle terms into −2|m|², so

⟨|S − m|²⟩ = ⟨|S|²⟩ − |φ|²|S₀|² = N(1 − |φ|²)

The arrangement R no longer appears. In the code, `var` is this variance identity, `hW` says that the configuration weights sum to one, and `hm` and `hI` supply the mean amplitude and the mean intensity.

```lean
/-- If every `G·Rⱼ` is an integer multiple of `2π`, the mean intensity is
`N + N (N - 1) |φ|²`. -/
theorem DisplacementLaw.bragg_intensity (G : Fin d → ℝ) (R : ι → Fin d → ℝ)
    (hG : ∀ j, ∃ n : ℤ, G ⬝ᵥ R j = 2 * Real.pi * n) :
    P.mean (fun ω => ‖structureFactor G (P.displaced R ω)‖ ^ 2)
      = (Fintype.card ι : ℝ)
        + (Fintype.card ι : ℝ) * ((Fintype.card ι : ℝ) - 1) * ‖P.phi G‖ ^ 2 := by
  -- all undisplaced atoms scatter in phase
  have h1 : ∀ j, phase G (R j) = 1 := by
    intro j
    obtain ⟨n, hn⟩ := hG j
    rw [phase, hn, Complex.exp_eq_one_iff]
    refine ⟨-n, ?_⟩
    push_cast
    ring
  have hS0 : structureFactor G R = (Fintype.card ι : ℂ) := by
    simp [structureFactor, h1]
  rw [P.debye_waller, hS0, Complex.norm_natCast]
  ring

end

end DebyeWaller
```

The hypothesis `hG` says that for each atom there is an integer n with G·R_j = 2πn. This is the Bragg condition when the R_j are lattice points and G is a reciprocal lattice vector. Every undisplaced phase is then 1 (`h1`), so S₀ = N (`hS0`), and the splitting becomes

⟨|S|²⟩ = N(1 − |φ|²) + N²|φ|² = N + N(N − 1)|φ|²

The N terms with j = k keep their full strength, while the N(N − 1) interference terms are multiplied by |φ|². For a single atom there is no interference, and the mean intensity is 1 whatever the displacement law.

```lean
#print axioms DebyeWaller.DisplacementLaw.norm_phi_le_one
#print axioms DebyeWaller.DisplacementLaw.debye_waller
#print axioms DebyeWaller.DisplacementLaw.diffuse_intensity
#print axioms DebyeWaller.DisplacementLaw.bragg_intensity
```

```
'DebyeWaller.DisplacementLaw.norm_phi_le_one' depends on axioms: [propext, Classical.choice, Quot.sound]
'DebyeWaller.DisplacementLaw.debye_waller' depends on axioms: [propext, Classical.choice, Quot.sound]
'DebyeWaller.DisplacementLaw.diffuse_intensity' depends on axioms: [propext, Classical.choice, Quot.sound]
'DebyeWaller.DisplacementLaw.bragg_intensity' depends on axioms: [propext, Classical.choice, Quot.sound]
```
